# An antiunitary operator conjugates the discrete Wilson loop, and invariant rays make it real

An antiunitary operator $T$ is modelled here as a conjugate-linear isometry of a complex inner-product space onto itself, written `E ≃ₛₗᵢ[starRingEnd ℂ] E`. This assumes only that $T$ is additive, that $T(ax)=\bar a\,Tx$, that $\|Tx\|=\|x\|$ and that $T$ is onto. Its action on inner products is then derived. The space `E` may have any dimension and need not be complete.

The states form a closed cycle $u_0,\dots,u_{N-1}$ with labels in `ZMod N`, where $j+1$ returns to $0$ after $N-1$. The assumption `NeZero N` means $N\ge 1$.

In Lean 4 with Mathlib:

```lean
import Mathlib

open ComplexConjugate

namespace AntiunitaryWilsonLoop

noncomputable section

variable {E : Type*} [NormedAddCommGroup E] [InnerProductSpace ℂ E]
variable {N : ℕ} [NeZero N]
```

The Wilson loop is the product of neighbouring overlaps,
$$W(u)=\prod_{j}\langle u_j,u_{j+1}\rangle ,$$
with the inner product linear in its second argument. The vectors need not be normalised. Normalising nonzero vectors divides $W$ by the positive number $\prod_j\|u_j\|^2$ and leaves its phase alone.

```lean
/-- The discrete Wilson loop: the product of the overlaps of neighbouring vectors
around a closed cycle of `N` vectors. -/
def wilsonLoop (u : ZMod N → E) : ℂ := ∏ j, inner ℂ (u j) (u (j + 1))
```

## Conjugation of overlaps and of the loop

Expand the norm of a sum:
$$\|x+y\|^2=\|x\|^2+2\,\mathrm{Re}\langle x,y\rangle+\|y\|^2 .$$
Since $Tx+Ty=T(x+y)$ and $T$ preserves norms, comparison with the same expansion for $Tx$ and $Ty$ gives $\mathrm{Re}\langle Tx,Ty\rangle=\mathrm{Re}\langle x,y\rangle$. Now replace $y$ by $iy$. Because $T(iy)=-i\,Ty$, the left side becomes $\mathrm{Re}(-i\langle Tx,Ty\rangle)=\mathrm{Im}\langle Tx,Ty\rangle$, while the right side becomes $\mathrm{Re}(i\langle x,y\rangle)=-\mathrm{Im}\langle x,y\rangle$. Together,
$$\langle Tx,Ty\rangle=\overline{\langle x,y\rangle}.$$
In the proof, `hre` is the statement about real parts and `him` is its instance at $iy$.

```lean
/-- An antiunitary operator, that is a conjugate-linear isometry of the space onto itself,
conjugates every inner product. -/
theorem inner_antiunitary (T : E ≃ₛₗᵢ[starRingEnd ℂ] E) (x y : E) :
    inner ℂ (T x) (T y) = conj (inner ℂ x y) := by
  -- the real part is fixed by the norms
  have hre : ∀ x y : E, (inner ℂ (T x) (T y)).re = (inner ℂ x y).re := by
    intro x y
    have h1 := norm_add_sq (𝕜 := ℂ) (T x) (T y)
    have h2 := norm_add_sq (𝕜 := ℂ) x y
    have h3 : ‖T x + T y‖ = ‖x + y‖ := by rw [← map_add T, T.norm_map]
    rw [h3, T.norm_map, T.norm_map] at h1
    simp only [RCLike.re_eq_complex_re] at h1 h2
    linarith
  -- the imaginary part follows on replacing `y` by `i y`
  have him := hre x (Complex.I • y)
  rw [map_smulₛₗ, inner_smul_right, inner_smul_right] at him
  simp only [Complex.conj_I, Complex.mul_re, Complex.neg_re, Complex.neg_im,
    Complex.I_re, Complex.I_im] at him
  apply Complex.ext
  · rw [Complex.conj_re]
    exact hre x y
  · rw [Complex.conj_im]
    linarith
```

Conjugation passes through a finite product, so $W(Tu)=\overline{W(u)}$ for every cycle.

```lean
/-- Applying an antiunitary operator to every vector of the cycle conjugates
the Wilson loop. -/
theorem wilsonLoop_antiunitary (T : E ≃ₛₗᵢ[starRingEnd ℂ] E) (u : ZMod N → E) :
    wilsonLoop (fun j => T (u j)) = conj (wilsonLoop u) := by
  simp only [wilsonLoop, inner_antiunitary, map_prod]
```

## Invariant rays give a real loop

Suppose $Tu_j=c_ju_j$ for every $j$. If some $u_j$ vanishes, then $W=0$, which is real. Otherwise $|c_j|\,\|u_j\|=\|Tu_j\|=\|u_j\|$, so $|c_j|=1$. Each overlap of the transformed cycle picks up $\bar c_jc_{j+1}$, and
$$\overline{W(u)}=W(Tu)=\Big(\prod_j\bar c_j\Big)\Big(\prod_j c_{j+1}\Big)W(u)=\Big(\prod_j|c_j|^2\Big)W(u)=W(u).$$
The individual overlaps may be complex, but the factors $\bar c_jc_{j+1}$ multiply to $1$ around the closed cycle. That cancellation uses $\prod_jc_{j+1}=\prod_jc_j$, which is `hshift`, a relabelling of the product.

The hypothesis restricts the kind of symmetry. For $u_j\ne0$ it gives $T^2u_j=\bar c_jc_ju_j=u_j$, so time reversal with $T^2=-1$, the case of Kramers degeneracy, cannot satisfy it on nonzero states.

```lean
/-- If an antiunitary operator maps each vector of the cycle to a multiple of itself,
the Wilson loop is real. -/
theorem wilsonLoop_real_of_invariant_rays (T : E ≃ₛₗᵢ[starRingEnd ℂ] E)
    (u : ZMod N → E) (c : ZMod N → ℂ) (h : ∀ j, T (u j) = c j • u j) :
    (wilsonLoop u).im = 0 := by
  by_cases hz : ∃ j, u j = 0
  · obtain ⟨j, hj⟩ := hz
    have hW : wilsonLoop u = 0 :=
      Finset.prod_eq_zero (Finset.mem_univ j) (by rw [hj, inner_zero_left])
    rw [hW, Complex.zero_im]
  · -- on nonzero vectors the factors are phases
    have hc : ∀ j, conj (c j) * c j = 1 := by
      intro j
      have hu : ‖u j‖ ≠ 0 := fun h0 => hz ⟨j, norm_eq_zero.mp h0⟩
      have h1 : ‖c j‖ * ‖u j‖ = 1 * ‖u j‖ := by
        rw [← norm_smul, ← h j, T.norm_map, one_mul]
      have h2 : ‖c j‖ = 1 := mul_right_cancel₀ hu h1
      rw [mul_comm, Complex.mul_conj, Complex.normSq_eq_norm_sq, h2]
      norm_num
    -- the phases cancel around the closed cycle
    have hshift : ∏ j, c (j + 1) = ∏ j, c j :=
      Equiv.prod_comp (Equiv.addRight (1 : ZMod N)) c
    have hW : conj (wilsonLoop u) = wilsonLoop u := by
      rw [← wilsonLoop_antiunitary T u]
      simp only [wilsonLoop, h, inner_smul_left, inner_smul_right, Finset.prod_mul_distrib]
      have hprod : (∏ j, conj (c j)) * ∏ j, c j = 1 := by
        rw [← Finset.prod_mul_distrib]
        exact Finset.prod_eq_one (fun j _ => hc j)
      rw [hshift]
      linear_combination (∏ j, inner ℂ (u j) (u (j + 1))) * hprod
    exact Complex.conj_eq_iff_im.mp hW
```

Vectors fixed by $T$ are a special case, whatever scalars multiply them. If $Tv_j=v_j$ and $a_j\neq0$, then
$$T(a_jv_j)=\bar a_jv_j=\frac{\bar a_j}{a_j}\,(a_jv_j),$$
so the ray is invariant with $c_j=\bar a_j/a_j$. If $a_j=0$, both sides are zero. Phase multiples are the choice $|a_j|=1$.

```lean
/-- Scalar multiples, in particular phase multiples, of vectors fixed by an antiunitary
operator have a real Wilson loop. -/
theorem wilsonLoop_real_of_fixed (T : E ≃ₛₗᵢ[starRingEnd ℂ] E)
    (v : ZMod N → E) (a : ZMod N → ℂ) (h : ∀ j, T (v j) = v j) :
    (wilsonLoop (fun j => a j • v j)).im = 0 := by
  apply wilsonLoop_real_of_invariant_rays T _ (fun j => conj (a j) / a j)
  intro j
  by_cases ha : a j = 0
  · simp [ha]
  · rw [map_smulₛₗ, h j, smul_smul, div_mul_cancel₀ _ ha]
```

## Invariant rays make the Berry phase a multiple of π

Define a Berry phase $\gamma$ by $W=|W|e^{-i\gamma}$, with $W\neq0$. Under the invariant-ray hypothesis the imaginary part reads $0=-|W|\sin\gamma$, hence $\sin\gamma=0$ and $\gamma=n\pi$ with $n$ an integer. The theorem covers every real $\gamma$ that satisfies the defining equation, so no branch of the logarithm is chosen.

For a non-interacting, spinless band model with inversion and time-reversal symmetry, the combined operation preserves the ray of each nondegenerate cell-periodic Bloch state. The discretised Berry phase of one such band, on a list of $k$ points that returns to the same $k$, not to a copy shifted by a nonzero reciprocal lattice vector, and has nonzero overlaps, is therefore $0$ or $\pi$ modulo $2\pi$.

```lean
/-- If an antiunitary operator preserves every ray of the cycle and the Wilson loop `W` is
nonzero, each Berry phase `γ` with `W = |W| exp(-iγ)` is an integer multiple of `π`. -/
theorem berryPhase_quantized (T : E ≃ₛₗᵢ[starRingEnd ℂ] E)
    (u : ZMod N → E) (c : ZMod N → ℂ) (h : ∀ j, T (u j) = c j • u j)
    (hW : wilsonLoop u ≠ 0) (γ : ℝ)
    (hγ : wilsonLoop u = (‖wilsonLoop u‖ : ℂ) * Complex.exp (((-γ : ℝ) : ℂ) * Complex.I)) :
    ∃ n : ℤ, γ = n * Real.pi := by
  have him := congrArg Complex.im hγ
  rw [wilsonLoop_real_of_invariant_rays T u c h, Complex.im_ofReal_mul,
    Complex.exp_ofReal_mul_I_im, Real.sin_neg] at him
  have hs : Real.sin γ = 0 := by
    rcases mul_eq_zero.mp him.symm with h0 | h0
    · exact absurd (norm_eq_zero.mp h0) hW
    · linarith
  obtain ⟨n, hn⟩ := Real.sin_eq_zero_iff.mp hs
  exact ⟨n, hn.symm⟩
```

## Real states on a regular polygon

An explicit antiunitary on $\mathbb C^2$ is $K(x_0,x_1)=(\bar x_0,\bar x_1)$. It is its own inverse, and it preserves the norm because $|\bar x_i|=|x_i|$.

```lean
/-- Componentwise complex conjugation on `ℂ²`, as an antiunitary operator. -/
def conjugation : EuclideanSpace ℂ (Fin 2) ≃ₛₗᵢ[starRingEnd ℂ] EuclideanSpace ℂ (Fin 2) where
  toFun x := WithLp.toLp 2 (fun i => conj (x.ofLp i))
  invFun x := WithLp.toLp 2 (fun i => conj (x.ofLp i))
  map_add' x y := by ext i; simp
  map_smul' a x := by ext i; simp
  left_inv x := by ext i; simp
  right_inv x := by ext i; simp
  norm_map' x := by simp [EuclideanSpace.norm_eq]
```

For real $\theta$ take the state $r(\theta)=(\cos\theta,\sin\theta)$.

```lean
/-- The real vector `(cos θ, sin θ)` in `ℂ²`. -/
def realState (θ : ℝ) : EuclideanSpace ℂ (Fin 2) :=
  !₂[(Real.cos θ : ℂ), (Real.sin θ : ℂ)]
```

The overlap of two such states is
$$\langle r(\theta),r(\varphi)\rangle=\cos\theta\cos\varphi+\sin\theta\sin\varphi=\cos(\varphi-\theta).$$
The auxiliary statement `key` computes the inner product of two vectors with real components, and the subtraction formula for the cosine does the rest.

```lean
/-- The overlap of the real unit vectors `(cos θ, sin θ)` and `(cos φ, sin φ)` is `cos (φ - θ)`. -/
theorem inner_realState (θ φ : ℝ) :
    inner ℂ (realState θ) (realState φ) = (Real.cos (φ - θ) : ℂ) := by
  have key : ∀ a b c d : ℝ, inner ℂ (!₂[(a : ℂ), (b : ℂ)] : EuclideanSpace ℂ (Fin 2))
      !₂[(c : ℂ), (d : ℂ)] = ((a * c + b * d : ℝ) : ℂ) := by
    intro a b c d
    simp [PiLp.inner_apply, Fin.sum_univ_two]
    ring
  rw [realState, realState, key, Real.cos_sub]
  push_cast
  ring
```

Setting $\varphi=\theta$ gives $\|r(\theta)\|^2=1$. Both components are real, so $Kr(\theta)=r(\theta)$.

```lean
/-- Each vector `(cos θ, sin θ)` has unit norm and is fixed by complex conjugation. -/
theorem realState_witness (θ : ℝ) :
    ‖realState θ‖ = 1 ∧ conjugation (realState θ) = realState θ := by
  constructor
  · have h : ‖realState θ‖ ^ 2 = 1 := by
      rw [← inner_self_eq_norm_sq (𝕜 := ℂ), inner_realState, sub_self, Real.cos_zero]
      simp
    exact (pow_eq_one_iff_of_nonneg (norm_nonneg _) two_ne_zero).mp h
  · ext i
    fin_cases i
    · exact Complex.conj_ofReal (Real.cos θ)
    · exact Complex.conj_ofReal (Real.sin θ)
```

Now put $u_j=r(2\pi j/N)$. Neighbouring angles differ by $2\pi/N$, except at the closing step, where they differ by $2\pi/N-2\pi$. The cosine is the same in both cases, so
$$W=\cos(2\pi/N)^N .$$
The closing step is where a formal proof can go wrong: `(j + 1).val = j.val + 1` fails at the last label. The proof instead uses that the two numbers differ by $Nk$ for an integer $k$, which changes the angle by $k$ full turns.

At $N=1$ and $N=2$ the formula gives $W=1$. Reality is automatic at these sizes for any vectors, since $W=\|u_0\|^2$ and $W=|\langle u_0,u_1\rangle|^2$ respectively. Three states are the fewest for which symmetry constrains the phase.

```lean
/-- For `N ≥ 1`, the real unit vectors at the angles `2πj/N` have Wilson loop
`cos(2π/N)^N`. -/
theorem wilsonLoop_polygon :
    wilsonLoop (fun j : ZMod N => realState (2 * Real.pi * j.val / N)) =
      (Real.cos (2 * Real.pi / N) : ℂ) ^ N := by
  have hstep : ∀ j : ZMod N, Real.cos (2 * Real.pi * (j + 1).val / N
      - 2 * Real.pi * j.val / N) = Real.cos (2 * Real.pi / N) := by
    intro j
    -- the label advances by one, up to full turns
    have h1 : (((j.val : ℤ) + 1 : ℤ) : ZMod N) = (((j + 1).val : ℤ) : ZMod N) := by simp
    obtain ⟨k, hk⟩ := (ZMod.intCast_eq_intCast_iff_dvd_sub _ _ N).mp h1
    have h2 : ((j + 1).val : ℝ) - ((j.val : ℝ) + 1) = N * k := by exact_mod_cast hk
    have hN : (N : ℝ) * (N : ℝ)⁻¹ = 1 := mul_inv_cancel₀ (Nat.cast_ne_zero.mpr (NeZero.ne N))
    have h3 : 2 * Real.pi * (j + 1).val / N - 2 * Real.pi * j.val / N
        = 2 * Real.pi / N + k * (2 * Real.pi) := by
      linear_combination (2 * Real.pi * (N : ℝ)⁻¹) * h2 + (2 * Real.pi * k) * hN
    rw [h3, Real.cos_add_int_mul_two_pi]
  simp only [wilsonLoop, inner_realState, hstep, Finset.prod_const, Finset.card_univ, ZMod.card]
```

For $N=3$ each overlap is $\cos(2\pi/3)=-\cos(\pi/3)=-\tfrac12$, and therefore $W=(-\tfrac12)^3=-\tfrac18$. The negative sign corresponds to $\gamma=\pi$ modulo $2\pi$.

```lean
/-- Three real unit vectors at 120 degrees to each other have Wilson loop `-1/8`. -/
theorem wilsonLoop_trine :
    wilsonLoop (fun j : ZMod 3 => realState (2 * Real.pi * j.val / (3 : ℕ))) = -1 / 8 := by
  have hc : Real.cos (2 * Real.pi / (3 : ℕ)) = -1 / 2 := by
    rw [show 2 * Real.pi / ((3 : ℕ) : ℝ) = Real.pi - Real.pi / 3 by push_cast; ring,
      Real.cos_pi_sub, Real.cos_pi_div_three]
    norm_num
  rw [wilsonLoop_polygon, hc]
  norm_num
```

## Three rays that no antiunitary maps each to itself

For contrast, take $u_0=(1,0)$, $u_1=(1,1)$ and $u_2=(1,i)$.

```lean
/-- The three vectors `(1,0)`, `(1,1)` and `(1,i)` in `ℂ²`. -/
def axisStates (j : ZMod 3) : EuclideanSpace ℂ (Fin 2) :=
  if j = 0 then !₂[1, 0] else if j = 1 then !₂[1, 1] else !₂[1, Complex.I]
```

The overlaps are $\langle u_0,u_1\rangle=1$, $\langle u_1,u_2\rangle=1+i$ and $\langle u_2,u_0\rangle=1$, so $W=1+i$. For the normalised states the value is $(1+i)/4$. If some antiunitary mapped each $u_j$ to a multiple of itself, $W$ would be real, but its imaginary part is $1$. The proof evaluates the three factors and then applies `wilsonLoop_real_of_invariant_rays` to reach this contradiction. The conclusion concerns every antiunitary on $\mathbb C^2$, not only $K$.

```lean
/-- The vectors `(1,0)`, `(1,1)`, `(1,i)` have Wilson loop `1 + i`, and no antiunitary
operator maps each of them to a multiple of itself. -/
theorem axisStates_not_invariant :
    wilsonLoop axisStates = 1 + Complex.I ∧
      ¬ ∃ (T : EuclideanSpace ℂ (Fin 2) ≃ₛₗᵢ[starRingEnd ℂ] EuclideanSpace ℂ (Fin 2))
        (c : ZMod 3 → ℂ), ∀ j, T (axisStates j) = c j • axisStates j := by
  have hs : (Finset.univ : Finset (ZMod 3)) = {0, 1, 2} := by decide
  have h0 : axisStates 0 = !₂[1, 0] := by rw [axisStates, if_pos rfl]
  have h1 : axisStates 1 = !₂[1, 1] := by
    rw [axisStates, if_neg (by decide), if_pos rfl]
  have h2 : axisStates 2 = !₂[1, Complex.I] := by
    rw [axisStates, if_neg (by decide), if_neg (by decide)]
  have hW : wilsonLoop axisStates = 1 + Complex.I := by
    rw [wilsonLoop, hs, Finset.prod_insert (by decide), Finset.prod_insert (by decide),
      Finset.prod_singleton, show (0 : ZMod 3) + 1 = 1 by decide,
      show (1 : ZMod 3) + 1 = 2 by decide, show (2 : ZMod 3) + 1 = 0 by decide, h0, h1, h2]
    simp [PiLp.inner_apply, Fin.sum_univ_two]
  refine ⟨hW, ?_⟩
  rintro ⟨T, c, h⟩
  have him := wilsonLoop_real_of_invariant_rays T axisStates c h
  rw [hW] at him
  simp at him

end

end AntiunitaryWilsonLoop
```

```lean
#print axioms AntiunitaryWilsonLoop.wilsonLoop_real_of_invariant_rays
-- 'AntiunitaryWilsonLoop.wilsonLoop_real_of_invariant_rays' depends on axioms: [propext, Classical.choice, Quot.sound]
#print axioms AntiunitaryWilsonLoop.wilsonLoop_real_of_fixed
-- 'AntiunitaryWilsonLoop.wilsonLoop_real_of_fixed' depends on axioms: [propext, Classical.choice, Quot.sound]
#print axioms AntiunitaryWilsonLoop.wilsonLoop_trine
-- 'AntiunitaryWilsonLoop.wilsonLoop_trine' depends on axioms: [propext, Classical.choice, Quot.sound]
#print axioms AntiunitaryWilsonLoop.axisStates_not_invariant
-- 'AntiunitaryWilsonLoop.axisStates_not_invariant' depends on axioms: [propext, Classical.choice, Quot.sound]
```
